# For $J_1\ge 0$, the lowest energy of the spin-1/2 Heisenberg square with diagonals is $\min(-2J_1+J_2/2,\,-3J_2/2)$

## A singlet decouples from its neighbour

Take three spins 1/2 with energy $J_1\,\mathbf S_1\cdot(\mathbf S_0+\mathbf S_2)+J_2\,\mathbf S_0\cdot\mathbf S_2$ and $\hbar=1$. If spins 0 and 2 form a singlet, $\mathbf S_0+\mathbf S_2$ gives zero on the state. Spin 1 is then free, and the energy is $-3J_2/4$ whatever $J_1$ is.

A fourth spin completes the square, numbered 0, 1, 2, 3 around its edge:
$$H=J_1K+J_2(\mathbf S_0\cdot\mathbf S_2+\mathbf S_1\cdot\mathbf S_3),\qquad K=(\mathbf S_0+\mathbf S_2)\cdot(\mathbf S_1+\mathbf S_3).$$
Here $J_1$ is the exchange coupling on the sides and $J_2$ that on the diagonals; positive values are antiferromagnetic and compete.

## Levels and ground states

For all real $J_1,J_2$ the energies are exactly
$$-\tfrac32J_2,\quad -\tfrac12J_2,\quad \tfrac12J_2-2J_1,\quad \tfrac12J_2-J_1,\quad \tfrac12J_2+J_1.$$
For $J_1\ge0$ and any real $J_2$, the lowest is the minimum in the title. Its two entries cross at $J_1=J_2$. For $0\le J_1<J_2$ every ground state has a singlet on each diagonal. For $J_1>0$ and $J_2<J_1$ every ground state has a triplet on each diagonal, and $K=-2$.

In Lean, a `State` is a complex amplitude $\psi(a,b,c,d)$ whose indices belong to sites 0 to 3; index value 0 means spin up along $z$. `S` applies the matrices in `spin` to one site, `dot` and `plaquette` build the scalar products, and `H` combines them. `IsEnergy J1 J2 E` says that a nonzero state satisfies $H\psi=E\psi$ with real $E$. `IsLeast` says that `groundEnergy` is itself an energy and that no energy lies below it.

The theorems give neither degeneracies nor the form of the ground states at the crossing. The levels can check an exact-diagonalisation program on this isolated four-site cluster; they do not establish a phase transition in an extended lattice.

## Derivation by exchange symmetry

Let $P_{ij}$ exchange the indices of sites $i$ and $j$. For parallel spins, $\mathbf S_i\cdot\mathbf S_j$ gives $1/4$. For antiparallel spins, the $z$ part gives $-1/4$ and the $x,y$ parts exchange the spins with amplitude $1/2$. Both cases read
$$\mathbf S_i\cdot\mathbf S_j=\tfrac12P_{ij}-\tfrac14,\qquad K=\tfrac12(P_{01}+P_{03}+P_{12}+P_{23})-1.$$

A state antisymmetric under $P_{02}$ has a singlet on that diagonal, so $K$ annihilates it. As $K$ commutes with $P_{02}$, $(1-P_{02})K=K(1-P_{02})=0$: the output of $K$ is always symmetric. The same holds for $P_{13}$.

Now split an eigenstate by its symmetry under $P_{02}$ and $P_{13}$. A diagonal contributes $-3J_2/4$ if antisymmetric and $J_2/4$ if symmetric. Two antisymmetric diagonals give $-3J_2/2$; one gives $-J_2/2$. At any other energy these parts vanish.

What remains is symmetric on both diagonals, where $H=J_1K+J_2/2$. Its independent amplitudes can be grouped by the number of indices equal to 1:

- $\psi(0,0,0,0)$ and $\psi(1,1,1,1)$ each have $K=1$.
- With $x=\psi(1,0,0,0)$ and $y=\psi(0,1,0,0)$, $K$ sends $x\mapsto y$ and $y\mapsto x$. Thus $x\pm y$ have $K=\pm1$. Three indices equal to 1 behave alike.
- With $u=\psi(1,0,1,0)$, $v=\psi(0,1,0,1)$ and $w=\psi(1,1,0,0)$, $K$ sends $u\mapsto2w-u$, $v\mapsto2w-v$ and $w\mapsto(u+v)/2$. Thus $u+v+4w$, $u-v$ and $u+v-2w$ have $K=1,-1,-2$.

If $E$ is none of $J_2/2+J_1$, $J_2/2-J_1$ and $J_2/2-2J_1$, all these combinations vanish, and so does $\psi$.

All five levels occur. In the order listed above, normalised eigenstates are:

- two diagonal singlets, with nonzero amplitudes $\pm1/2$;
- a singlet on sites 0 and 2 with both other spins down, with amplitudes $\pm1/\sqrt2$;
- the state with $u=v=1/\sqrt3$ and amplitude $-1/(2\sqrt3)$ on the four configurations with exactly two indices equal to 1, on neighbouring sites;
- $(a+c-b-d)/4$, reading the indices as numbers;
- the constant amplitude $1/4$, with all spins along $+x$.

For $J_1\ge0$, $J_2/2-2J_1$ is the lowest of the three symmetric levels. The level $-J_2/2$ is never below both candidates: if $J_2\ge0$, then $-3J_2/2\le-J_2/2$; if $J_2<0$, then $J_2/2-2J_1\le-J_2/2$. This proves the minimum.

For $0\le J_1<J_2$, the energy $-3J_2/2$ differs from the other four levels, so only the doubly antisymmetric part survives. For $J_1>0$ and $J_2<J_1$, the energy $J_2/2-2J_1$ differs from $-3J_2/2$ and $-J_2/2$. The state is therefore symmetric on both diagonals, and $J_1K\psi=-2J_1\psi$ gives $K\psi=-2\psi$.

## The Lean file

```lean
import Mathlib

open Matrix

namespace FrustratedSquare

noncomputable section

/-- Amplitudes of four spins 1/2, numbered 0, 1, 2, 3 around the square. -/
abbrev State := Fin 2 → Fin 2 → Fin 2 → Fin 2 → ℂ

/-- The spin-1/2 matrices for the x, y and z components, with ħ = 1. -/
def spin : Fin 3 → Matrix (Fin 2) (Fin 2) ℂ
  | 0 => !![0, 1/2; 1/2, 0]
  | 1 => !![0, -Complex.I/2; Complex.I/2, 0]
  | 2 => !![1/2, 0; 0, -1/2]

/-- Component `k` of the spin on a given site, acting on a four-spin state. -/
def S (k : Fin 3) : Fin 4 → State → State
  | 0, ψ => fun a b c d => ∑ t, spin k a t * ψ t b c d
  | 1, ψ => fun a b c d => ∑ t, spin k b t * ψ a t c d
  | 2, ψ => fun a b c d => ∑ t, spin k c t * ψ a b t d
  | 3, ψ => fun a b c d => ∑ t, spin k d t * ψ a b c t

/-- The scalar product of the spins on sites `i` and `j`. -/
def dot (i j : Fin 4) (ψ : State) : State := ∑ k, S k i (S k j ψ)

/-- The scalar product of the total spins of the two diagonals, (S0 + S2)·(S1 + S3). -/
def plaquette (ψ : State) : State :=
  ∑ k, (S k 0 (S k 1 ψ + S k 3 ψ) + S k 2 (S k 1 ψ + S k 3 ψ))

/-- The Hamiltonian with coupling `J1` on the sides and `J2` on the diagonals. -/
def H (J1 J2 : ℝ) (ψ : State) : State :=
  (J1 : ℂ) • plaquette ψ + (J2 : ℂ) • (dot 0 2 ψ + dot 1 3 ψ)

/-- `E` is an energy level: some nonzero state satisfies H ψ = E ψ. -/
def IsEnergy (J1 J2 E : ℝ) : Prop := ∃ ψ : State, ψ ≠ 0 ∧ H J1 J2 ψ = (E : ℂ) • ψ

/-- The smaller of the two values -2J1 + J2/2 and -3J2/2. -/
def groundEnergy (J1 J2 : ℝ) : ℝ := min (-2 * J1 + J2 / 2) (-3 * J2 / 2)

/-- On either diagonal, the scalar product of the two spins is half their exchange minus 1/4. -/
theorem diagonal_exchange (ψ : State) : ∀ a b c d,
    dot 0 2 ψ a b c d = ψ c b a d / 2 - ψ a b c d / 4 ∧
    dot 1 3 ψ a b c d = ψ a d c b / 2 - ψ a b c d / 4 := by
  simp only [Fin.forall_fin_two]
  repeat' apply And.intro
  all_goals
    simp [dot, S, spin, Fin.sum_univ_three, Fin.sum_univ_two]
    try first
      | ring1
      | (ring_nf; simp only [Complex.I_sq]; ring1)

/-- The side coupling is half the sum of the four nearest-neighbour exchanges, minus one. -/
theorem plaquette_exchange (ψ : State) : ∀ a b c d, plaquette ψ a b c d =
    (ψ b a c d + ψ d b c a + ψ a c b d + ψ a b d c) / 2 - ψ a b c d := by
  simp only [Fin.forall_fin_two]
  repeat' apply And.intro
  all_goals
    simp [plaquette, S, spin, Fin.sum_univ_three, Fin.sum_univ_two]
    try first
      | ring1
      | (ring_nf; simp only [Complex.I_sq]; ring1)

/-- The side coupling maps every state to one symmetric under exchange along each diagonal. -/
theorem plaquette_symmetric (ψ : State) : ∀ a b c d,
    plaquette ψ a b c d = plaquette ψ c b a d ∧
    plaquette ψ a b c d = plaquette ψ a d c b := by
  simp only [plaquette_exchange, Fin.forall_fin_two]
  repeat' apply And.intro
  all_goals first | ring1 | trivial

/-- The stationary Schrödinger equation written out for the amplitudes. -/
theorem schrodinger_iff (J1 J2 E : ℝ) (ψ : State) : H J1 J2 ψ = (E : ℂ) • ψ ↔
    ∀ a b c d, (J1 : ℂ) * ((ψ b a c d + ψ d b c a + ψ a c b d + ψ a b d c) / 2 - ψ a b c d)
      + J2 * (ψ c b a d + ψ a d c b - ψ a b c d) / 2 = E * ψ a b c d := by
  constructor
  · intro e a b c d
    have h := congrFun (congrFun (congrFun (congrFun e a) b) c) d
    simp only [H, Pi.add_apply, Pi.smul_apply, smul_eq_mul, plaquette_exchange,
      (diagonal_exchange ψ a b c d).1, (diagonal_exchange ψ a b c d).2] at h
    linear_combination h
  · intro h
    funext a b c d
    simp only [H, Pi.add_apply, Pi.smul_apply, smul_eq_mul, plaquette_exchange,
      (diagonal_exchange ψ a b c d).1, (diagonal_exchange ψ a b c d).2]
    linear_combination h a b c d

private lemma cancel {E L : ℝ} (h : E ≠ L) {z : ℂ} (hz : ((E : ℂ) - (L : ℂ)) * z = 0) :
    z = 0 :=
  (mul_eq_zero.1 hz).resolve_left (sub_ne_zero.2 (by exact_mod_cast h))

/-- An eigenstate whose energy is neither -3J2/2 nor -J2/2 is symmetric along both diagonals. -/
theorem symmetric_of_energy {J1 J2 E : ℝ} {ψ : State} (hψ : H J1 J2 ψ = (E : ℂ) • ψ)
    (h3 : E ≠ -3 * J2 / 2) (h1 : E ≠ -J2 / 2) (a b c d : Fin 2) :
    ψ c b a d = ψ a b c d ∧ ψ a d c b = ψ a b c d := by
  have h := (schrodinger_iff J1 J2 E ψ).1 hψ
  have k := plaquette_symmetric ψ
  simp only [plaquette_exchange] at k
  -- the antisymmetric parts feel only the diagonal coupling
  have p : ψ a b c d - ψ c b a d - ψ a d c b + ψ c d a b = 0 := cancel h3 (by
    push_cast
    linear_combination -h a b c d + h c b a d + h a d c b - h c d a b
      + (J1 : ℂ) * ((k a b c d).1 - (k a d c b).1))
  have q : ψ a b c d - ψ c b a d + ψ a d c b - ψ c d a b = 0 := cancel h1 (by
    push_cast
    linear_combination -h a b c d + h c b a d - h a d c b + h c d a b
      + (J1 : ℂ) * ((k a b c d).1 + (k a d c b).1))
  have r : ψ a b c d + ψ c b a d - ψ a d c b - ψ c d a b = 0 := cancel h1 (by
    push_cast
    linear_combination -h a b c d - h c b a d + h a d c b + h c d a b
      + (J1 : ℂ) * ((k a b c d).2 + (k c b a d).2))
  exact ⟨by linear_combination -(p + q) / 2, by linear_combination -(p + r) / 2⟩

/-- A solution symmetric along both diagonals vanishes unless its energy is
J2/2 + J1, J2/2 - J1 or J2/2 - 2J1. -/
theorem triplet_sector {J1 J2 E : ℝ} {ψ : State} (hψ : H J1 J2 ψ = (E : ℂ) • ψ)
    (s : ∀ a b c d, ψ c b a d = ψ a b c d ∧ ψ a d c b = ψ a b c d)
    (n1 : E ≠ J2 / 2 + J1) (n2 : E ≠ J2 / 2 - J1) (n3 : E ≠ J2 / 2 - 2 * J1) : ψ = 0 := by
  have h := (schrodinger_iff J1 J2 E ψ).1 hψ
  have q1 := (s 1 0 0 0).1
  have q2 := (s 0 1 0 0).2
  have q3 := (s 1 1 0 0).1
  have q4 := (s 1 1 0 0).2
  have q5 := (s 1 0 0 1).1.trans q4
  have q6 := (s 1 1 1 0).2
  have q7 := (s 1 1 0 1).1
  have e1 := h 1 0 0 0
  have e2 := h 0 1 0 0
  have e3 := h 1 0 1 0
  have e4 := h 0 1 0 1
  have e5 := h 1 1 0 0
  have e6 := h 1 1 1 0
  have e7 := h 1 1 0 1
  simp only [q1, q2, q3, q4, q5, q6, q7] at e1 e2 e3 e4 e5 e6 e7
  -- each combination below belongs to one total spin of two coupled spins 1
  have z0 : ψ 0 0 0 0 = 0 := cancel n1 (by push_cast; linear_combination -h 0 0 0 0)
  have z1 : ψ 1 1 1 1 = 0 := cancel n1 (by push_cast; linear_combination -h 1 1 1 1)
  have a1 : ψ 1 0 0 0 + ψ 0 1 0 0 = 0 := cancel n1 (by push_cast; linear_combination -e1 - e2)
  have a2 : ψ 1 0 0 0 - ψ 0 1 0 0 = 0 := cancel n2 (by push_cast; linear_combination -e1 + e2)
  have b1 : ψ 1 1 1 0 + ψ 1 1 0 1 = 0 := cancel n1 (by push_cast; linear_combination -e6 - e7)
  have b2 : ψ 1 1 1 0 - ψ 1 1 0 1 = 0 := cancel n2 (by push_cast; linear_combination -e6 + e7)
  have c1 : ψ 1 0 1 0 + ψ 0 1 0 1 + 4 * ψ 1 1 0 0 = 0 :=
    cancel n1 (by push_cast; linear_combination -e3 - e4 - 4 * e5)
  have c2 : ψ 1 0 1 0 - ψ 0 1 0 1 = 0 := cancel n2 (by push_cast; linear_combination -e3 + e4)
  have c3 : ψ 1 0 1 0 + ψ 0 1 0 1 - 2 * ψ 1 1 0 0 = 0 :=
    cancel n3 (by push_cast; linear_combination -e3 - e4 + 2 * e5)
  have y1 : ψ 1 0 0 0 = 0 := by linear_combination (a1 + a2) / 2
  have y2 : ψ 0 1 0 0 = 0 := by linear_combination (a1 - a2) / 2
  have y3 : ψ 1 1 1 0 = 0 := by linear_combination (b1 + b2) / 2
  have y4 : ψ 1 1 0 1 = 0 := by linear_combination (b1 - b2) / 2
  have y5 : ψ 1 1 0 0 = 0 := by linear_combination (c1 - c3) / 6
  have y6 : ψ 1 0 1 0 = 0 := by linear_combination (c1 + 2 * c3) / 6 + c2 / 2
  have y7 : ψ 0 1 0 1 = 0 := by linear_combination (c1 + 2 * c3) / 6 - c2 / 2
  funext a b c d
  fin_cases a <;> fin_cases b <;> fin_cases c <;> fin_cases d <;>
    simp [q1, q2, q3, q4, q5, q6, q7, z0, z1, y1, y2, y3, y4, y5, y6, y7]

private def m (a : Fin 2) : ℂ := if a = 0 then 0 else 1

private lemma m0 : m 0 = 0 := by simp [m]

private lemma m1 : m 1 = 1 := by simp [m]

private lemma level {J1 J2 E : ℝ} (ψ : State) (a b c d : Fin 2) (h0 : ψ a b c d ≠ 0)
    (h : ∀ a b c d, (J1 : ℂ) * ((ψ b a c d + ψ d b c a + ψ a c b d + ψ a b d c) / 2
      - ψ a b c d) + J2 * (ψ c b a d + ψ a d c b - ψ a b c d) / 2 = E * ψ a b c d) :
    IsEnergy J1 J2 E :=
  ⟨ψ, fun e => h0 (by rw [e]; rfl), (schrodinger_iff J1 J2 E ψ).2 h⟩

/-- The complete list of energy levels of the square with diagonals, for all real couplings. -/
theorem energy_levels (J1 J2 E : ℝ) : IsEnergy J1 J2 E ↔
    E = -3 * J2 / 2 ∨ E = -J2 / 2 ∨ E = J2 / 2 - 2 * J1 ∨ E = J2 / 2 - J1 ∨
      E = J2 / 2 + J1 := by
  constructor
  · rintro ⟨ψ, h0, hψ⟩
    by_contra hn
    simp only [not_or] at hn
    obtain ⟨h3, h1, n3, n2, n1⟩ := hn
    exact h0 (triplet_sector hψ (symmetric_of_energy hψ h3 h1) n1 n2 n3)
  · -- one explicit eigenstate for each level
    rintro (rfl | rfl | rfl | rfl | rfl)
    · apply level (fun a b c d => (m a - m c) * (m b - m d)) 1 1 0 0 (by simp [m0, m1])
      simp only [Fin.forall_fin_two, m0, m1]
      push_cast
      repeat' apply And.intro
      all_goals ring1
    · apply level (fun a b c d => (m a - m c) * (m b * m d)) 1 1 0 1 (by simp [m0, m1])
      simp only [Fin.forall_fin_two, m0, m1]
      push_cast
      repeat' apply And.intro
      all_goals ring1
    · apply level (fun a b c d => (m a - m b) * (m c - m d) + (m a - m d) * (m c - m b))
        1 1 0 0 (by simp [m0, m1])
      simp only [Fin.forall_fin_two, m0, m1]
      push_cast
      repeat' apply And.intro
      all_goals ring1
    · apply level (fun a b c d => m a + m c - m b - m d) 1 0 0 0 (by simp [m0, m1])
      simp only [Fin.forall_fin_two, m0, m1]
      push_cast
      repeat' apply And.intro
      all_goals ring1
    · apply level (fun _ _ _ _ => 1) 0 0 0 0 one_ne_zero
      intro a b c d
      push_cast
      ring1

/-- For J1 ≥ 0 and any real J2, the lowest energy is min(-2J1 + J2/2, -3J2/2). -/
theorem ground_energy {J1 : ℝ} (J2 : ℝ) (hJ : 0 ≤ J1) :
    IsLeast {E | IsEnergy J1 J2 E} (groundEnergy J1 J2) := by
  constructor
  · apply (energy_levels J1 J2 _).2
    rcases min_choice (-2 * J1 + J2 / 2) (-3 * J2 / 2) with h | h
    · right; right; left
      rw [groundEnergy, h]; ring
    · left
      rw [groundEnergy, h]
  · intro E hE
    have l := min_le_left (-2 * J1 + J2 / 2) (-3 * J2 / 2)
    have r := min_le_right (-2 * J1 + J2 / 2) (-3 * J2 / 2)
    unfold groundEnergy
    rcases (energy_levels J1 J2 E).1 hE with h | h | h | h | h <;>
      rcases le_total 0 J2 with h2 | h2 <;> linarith

/-- For 0 ≤ J1 < J2, every ground state has a singlet on each diagonal: both diagonal scalar
products equal -3/4. -/
theorem diagonal_phase {J1 J2 : ℝ} (hJ : 0 ≤ J1) (hlt : J1 < J2) {ψ : State}
    (hψ : H J1 J2 ψ = (groundEnergy J1 J2 : ℂ) • ψ) :
    dot 0 2 ψ = (-3/4 : ℂ) • ψ ∧ dot 1 3 ψ = (-3/4 : ℂ) • ψ := by
  have hE : groundEnergy J1 J2 = -3 * J2 / 2 := min_eq_right (by linarith)
  have n0 : groundEnergy J1 J2 ≠ -J2 / 2 := by rw [hE]; intro h; linarith
  have n1 : groundEnergy J1 J2 ≠ J2 / 2 + J1 := by rw [hE]; intro h; linarith
  have n2 : groundEnergy J1 J2 ≠ J2 / 2 - J1 := by rw [hE]; intro h; linarith
  have n3 : groundEnergy J1 J2 ≠ J2 / 2 - 2 * J1 := by rw [hE]; intro h; linarith
  have h := (schrodinger_iff J1 J2 _ ψ).1 hψ
  have k := plaquette_symmetric ψ
  simp only [plaquette_exchange] at k
  -- the part of the state symmetric along a diagonal has to vanish
  have u : (fun a b c d => ψ a b c d + ψ c b a d : State) = 0 := by
    refine triplet_sector ((schrodinger_iff J1 J2 _ _).2 fun a b c d => ?_)
      (fun a b c d => ⟨add_comm _ _, ?_⟩) n1 n2 n3
    · linear_combination h a b c d + h c b a d
    · have r : ψ a b c d + ψ c b a d - ψ a d c b - ψ c d a b = 0 := cancel n0 (by
        push_cast
        linear_combination -h a b c d - h c b a d + h a d c b + h c d a b
          + (J1 : ℂ) * ((k a b c d).2 + (k c b a d).2))
      linear_combination -r
  have v : (fun a b c d => ψ a b c d + ψ a d c b : State) = 0 := by
    refine triplet_sector ((schrodinger_iff J1 J2 _ _).2 fun a b c d => ?_)
      (fun a b c d => ⟨?_, add_comm _ _⟩) n1 n2 n3
    · linear_combination h a b c d + h a d c b
    · have r : ψ a b c d + ψ a d c b - ψ c b a d - ψ c d a b = 0 := cancel n0 (by
        push_cast
        linear_combination -h a b c d - h a d c b + h c b a d + h c d a b
          + (J1 : ℂ) * ((k a b c d).1 + (k a d c b).1))
      linear_combination -r
  constructor <;> funext a b c d
  · have w : ψ a b c d + ψ c b a d = 0 := congrFun (congrFun (congrFun (congrFun u a) b) c) d
    simp only [(diagonal_exchange ψ a b c d).1, Pi.smul_apply, smul_eq_mul]
    linear_combination w / 2
  · have w : ψ a b c d + ψ a d c b = 0 := congrFun (congrFun (congrFun (congrFun v a) b) c) d
    simp only [(diagonal_exchange ψ a b c d).2, Pi.smul_apply, smul_eq_mul]
    linear_combination w / 2

/-- For J1 > 0 and J2 < J1, every ground state has a triplet on each diagonal (scalar products
1/4), and the total spins of the diagonals have scalar product -2. -/
theorem plaquette_phase {J1 J2 : ℝ} (hJ : 0 < J1) (hlt : J2 < J1) {ψ : State}
    (hψ : H J1 J2 ψ = (groundEnergy J1 J2 : ℂ) • ψ) :
    dot 0 2 ψ = (1/4 : ℂ) • ψ ∧ dot 1 3 ψ = (1/4 : ℂ) • ψ ∧
      plaquette ψ = (-2 : ℂ) • ψ := by
  have hE : groundEnergy J1 J2 = -2 * J1 + J2 / 2 := min_eq_left (by linarith)
  have s := symmetric_of_energy hψ (by rw [hE]; intro h; linarith)
    (by rw [hE]; intro h; linarith)
  have h := (schrodinger_iff J1 J2 _ ψ).1 hψ
  rw [hE] at h
  push_cast at h
  have hJ' : (J1 : ℂ) ≠ 0 := by exact_mod_cast hJ.ne'
  refine ⟨?_, ?_, ?_⟩ <;> funext a b c d
  · simp only [(diagonal_exchange ψ a b c d).1, Pi.smul_apply, smul_eq_mul]
    linear_combination (s a b c d).1 / 2
  · simp only [(diagonal_exchange ψ a b c d).2, Pi.smul_apply, smul_eq_mul]
    linear_combination (s a b c d).2 / 2
  · simp only [plaquette_exchange, Pi.smul_apply, smul_eq_mul]
    apply mul_left_cancel₀ hJ'
    linear_combination h a b c d - (J2 : ℂ) / 2 * ((s a b c d).1 + (s a b c d).2)

end

end FrustratedSquare
```

```lean
#print axioms FrustratedSquare.ground_energy
#print axioms FrustratedSquare.diagonal_phase
#print axioms FrustratedSquare.plaquette_phase
```

```
'FrustratedSquare.ground_energy' depends on axioms: [propext, Classical.choice, Quot.sound]
'FrustratedSquare.diagonal_phase' depends on axioms: [propext, Classical.choice, Quot.sound]
'FrustratedSquare.plaquette_phase' depends on axioms: [propext, Classical.choice, Quot.sound]
```

## From amplitudes to the spectrum

`diagonal_exchange` and `plaquette_exchange` prove the exchange formulas by running through all index values. `plaquette_symmetric` does the same for the symmetry of $K\psi$, and `schrodinger_iff` turns the eigenvalue equation into equations for amplitudes.

The lemma `cancel` removes a nonzero factor $E-L$, where $L$ is a candidate level. In `symmetric_of_energy` it eliminates the three parts `p`, `q` and `r` with an antisymmetric diagonal. In `triplet_sector` it eliminates the combinations of $x,y,u,v,w$ and their partners; `linear_combination` supplies the additions done by hand.

`energy_levels` joins these exclusions to the five eigenstates, written without normalisation and passed through `level`. `ground_energy` then compares the levels, splitting on the sign of $J_2$.

`diagonal_phase` symmetrises a ground state along each diagonal and uses `triplet_sector` to show that the result is zero. `plaquette_phase` starts from `symmetric_of_energy` and cancels $J_1$.

## A matrix model and unequal diagonals

$H$ could also be defined as a Hermitian $16\times16$ matrix. Mathlib's spectral theorem would then supply real eigenvalues and an orthonormal eigenbasis, at the price of translating between matrix entries and site indices.

The same argument treats diagonal couplings $J_2$ on sites 0, 2 and $J_2'$ on sites 1, 3. The levels become $-\tfrac34(J_2+J_2')$, $\tfrac14(J_2'-3J_2)$, $\tfrac14(J_2-3J_2')$ and $\tfrac14(J_2+J_2')+\kappa J_1$ with $\kappa=-2,-1,1$; this extension is not in the file.
